# The high-energy limit π/(8g√g) of an explicit function of photon energy

For a fixed real parameter g > 0, the lemma concerns the function arctan(√(E−g)/√g)/(4g√g) + √(E−g)(E−2g)/(4gE²) of the photon energy E. It states that this function tends to π/(8g√g) as E grows without bound. The proof takes the two terms separately: the arctangent tends to π/2, which gives the whole limit, and the algebraic term is squeezed between 0 and 1/(4g√E) once E ≥ 2g, so it vanishes. The last line adds the two limits.

An attempt in Lean 4 with a fault in it:

```lean
import Mathlib

open Real Set Filter MeasureTheory Topology

namespace ParabolicEdge

noncomputable section

/-- The function `arctan(√(E-g)/√g)/(4g√g) + √(E-g)(E-2g)/(4gE²)` of the photon energy. -/
def edgePrimitive (g E : ℝ) : ℝ :=
  Real.arctan (√(E - g) / √g) / (4 * (g * √g)) + √(E - g) * (E - 2 * g) / (4 * g * E ^ 2)

/-- At high photon energy `edgePrimitive` tends to `π/(8g√g)`. -/
theorem tendsto_edgePrimitive {g : ℝ} (hg : 0 < g) :
    Tendsto (edgePrimitive g) atTop (𝓝 (π / 2 / (4 * (g * √g)))) := by
  have hsub : Tendsto (fun x : ℝ => x - g) atTop atTop :=
    tendsto_atTop.2 fun b => by
      filter_upwards [eventually_ge_atTop (b + g)] with x hx
      linarith
  have hs : Tendsto (fun x : ℝ => √(x - g) / √g) atTop atTop :=
    (Real.tendsto_sqrt_atTop.comp hsub).atTop_div_const (Real.sqrt_pos.2 hg)
  have h1 : Tendsto (fun x : ℝ => Real.arctan (√(x - g) / √g) / (4 * (g * √g))) atTop
      (𝓝 (π / 2 / (4 * (g * √g)))) :=
    ((tendsto_nhds_of_tendsto_nhdsWithin Real.tendsto_arctan_atTop).comp hs).div_const _
  -- the algebraic term decays at least as fast as 1/√E
  have h2 : Tendsto (fun x : ℝ => √(x - g) * (x - 2 * g) / (4 * g * x ^ 2)) atTop (𝓝 0) := by
    have hb : Tendsto (fun x : ℝ => 1 / (4 * g) / √x) atTop (𝓝 0) :=
      Real.tendsto_sqrt_atTop.const_div_atTop _
    refine tendsto_of_tendsto_of_tendsto_of_le_of_le' tendsto_const_nhds hb ?_ ?_
    · filter_upwards [eventually_ge_atTop (2 * g)] with x hx
      have : 0 ≤ x - 2 * g := by linarith
      positivity
    · filter_upwards [eventually_ge_atTop (2 * g)] with x hx
      have hx0 : 0 < x := by linarith
      have hq : 0 < √x := Real.sqrt_pos.2 hx0
      have hle : √(x - g) * (x - 2 * g) ≤ √x * x :=
        mul_le_mul (Real.sqrt_le_sqrt (by linarith)) (by linarith) (by linarith) hq.le
      have heq : 1 / (4 * g) / √x = √x * x / (4 * g * x ^ 2) := by
        rw [div_div, div_eq_div_iff (by positivity) (by positivity)]
        linear_combination (-(4 * g * x)) * Real.sq_sqrt hx0.le
      rw [heq]
      exact div_le_div_of_nonneg_right hle (by positivity)
  simpa only [add_zero] using h1.add h2

end

end ParabolicEdge
```

Lean reports:

```
Main.lean:43:2: error: Type mismatch: After simplification, term
  Tendsto.add h1 h2
 has type
  @Tendsto ℝ ℝ (fun x => arctan (√(x - g) / √g) / (4 * (g * √g)) + √(x - g) * (x - 2 * g) / (4 * g * x ^ 2)) atTop
    (𝓝 (π / 2 / (4 * (g * √g))))
but is expected to have type
  @Tendsto ℝ ℝ (edgePrimitive g) atTop (𝓝 (π / 2 / (4 * (g * √g))))
```

Diagnosis. The one error is at the last line, and the mathematics before it stands. The message shows that `simpa` had already used `add_zero` to remove the `+ 0` from the limit, so the two limits agree. What differs is the function: `h1.add h2` speaks of the sum written out, while the goal speaks of `edgePrimitive g`. These are equal by definition, but `simpa only [add_zero]` was not told to unfold `edgePrimitive`, and its closing comparison unfolds only definitions marked reducible, which an ordinary `def` is not.

The repair does the same steps separately. `have h3` names the sum of the two limits, and `rw [add_zero] at h3` removes the `+ 0`. Then `exact h3` compares the types at the default transparency, where Lean may unfold `edgePrimitive` and find the written-out sum. The change from `simpa` to `exact` is the cure; the rewrite keeps the simplification that `simpa` had been doing, and naming `h3` merely gives it a place to act.

As a diff, the version that Lean accepts:

```diff
@@ -41,5 +41,7 @@
       rw [heq]
       exact div_le_div_of_nonneg_right hle (by positivity)
-  simpa only [add_zero] using h1.add h2
+  have h3 := h1.add h2
+  rw [add_zero] at h3
+  exact h3
 
 end
```
